# On zero-sum order parameters the Potts model has one cubic Landau invariant up to a factor, and for n ≥ 2 colours it vanishes identically only at n = 2

When the Landau free energy of an $n$-colour Potts model is expanded in a uniform order parameter, the third-order term is usually written with a single coefficient, as $c\sum_i x_i^3$. For two colours it is left out. Both steps are justified below for a cubic term that is a polynomial symmetric under all permutations of the colours.

If $p_i$ is the fraction of sites with colour $i$, take $x_i = n p_i - 1$. The disordered state is $x=0$, and since the fractions add up to one, $\sum_i x_i = 0$. The number of colours, often called $q$, is $n$ here, and the colours are labelled $0,\dots,n-1$ by the type `Fin n`.

```lean
import Mathlib

open MvPolynomial

namespace PottsCubicInvariant

noncomputable section

variable {n : ℕ}
```

## The invariant, its permutation sums and the ordered state

The cubic invariant is $I(x)=\sum_i x_i^3$. An order parameter is a function `x : Fin n → ℝ`; the zero-sum condition is not built into the type and appears as a hypothesis wherever it is needed.

```lean
/-- The Potts cubic invariant: the sum of the cubes of the order-parameter components. -/
def cubicInvariant (x : Fin n → ℝ) : ℝ := ∑ i, x i ^ 3
```

To compare an arbitrary cubic with $I$, sum a product of three components over all permutations $\sigma$ of the colours:
$$S(i,j,k)=\sum_\sigma x_{\sigma(i)}\,x_{\sigma(j)}\,x_{\sigma(k)}.$$

```lean
/-- The product of three order-parameter components, summed over all permutations of the
Potts colours. -/
def permSum (x : Fin n → ℝ) (i j k : Fin n) : ℝ :=
  ∑ σ : Equiv.Perm (Fin n), x (σ i) * x (σ j) * x (σ k)
```

A state fully ordered along colour $a$ has $p_a=1$, so $x_a=n-1$ and $x_i=-1$ for every other colour.

```lean
/-- The order parameter of a state ordered along colour `a`: the component is `n - 1` at `a`
and `-1` at every other colour. -/
def orderedState (a : Fin n) (i : Fin n) : ℝ := (if i = a then (n : ℝ) else 0) - 1
```

## Two rules for the permutation sums

Replacing $i,j,k$ by $\tau(i),\tau(j),\tau(k)$ turns $\sigma$ into $\sigma\tau$ in each term. As $\sigma$ runs over all permutations, so does $\sigma\tau$, and therefore $S(\tau(i),\tau(j),\tau(k))=S(i,j,k)$. In the code, `Equiv.mulRight τ` is this change of summation variable.

```lean
/-- The permutation sum is unchanged when the three colours are relabelled by a common
permutation. -/
theorem permSum_relabel (x : Fin n → ℝ) (τ : Equiv.Perm (Fin n)) (i j k : Fin n) :
    permSum x (τ i) (τ j) (τ k) = permSum x i j k :=
  Fintype.sum_equiv (Equiv.mulRight τ) _ _ (fun σ => by simp [Equiv.Perm.mul_apply])
```

On the hyperplane $\sum_i x_i=0$, summing over the last label gives zero:
$$\sum_k S(i,j,k)=\sum_\sigma x_{\sigma(i)}x_{\sigma(j)}\sum_k x_{\sigma(k)}=0 .$$

```lean
/-- If the components of the order parameter add up to zero, the permutation sum vanishes when
summed over its last colour. -/
theorem permSum_sum (x : Fin n → ℝ) (hx : ∑ i, x i = 0) (i j : Fin n) :
    ∑ k, permSum x i j k = 0 := by
  unfold permSum
  rw [Finset.sum_comm]
  refine Finset.sum_eq_zero fun σ _ => ?_
  rw [← Finset.mul_sum, Equiv.sum_comp σ x, hx, mul_zero]
```

## Solving for every permutation sum

By the first rule, $S(j,j,j)$ is the same for all $j$. Hence
$$n\,S(i,i,i)=\sum_j S(j,j,j)=\sum_\sigma\sum_j x_{\sigma(j)}^3=n!\,I(x).$$
This holds without the zero-sum condition.

```lean
/-- For three equal colours, `n` times the permutation sum is `n!` times the cubic invariant. -/
theorem permSum_diag (x : Fin n → ℝ) (i : Fin n) :
    (n : ℝ) * permSum x i i i = (n.factorial : ℝ) * cubicInvariant x := by
  have h : ∀ j, permSum x j j j = permSum x i i i := by
    intro j
    have := permSum_relabel x (Equiv.swap i j) i i i
    rwa [Equiv.swap_apply_left] at this
  calc (n : ℝ) * permSum x i i i = ∑ j, permSum x j j j := by
        rw [Finset.sum_congr rfl fun j _ => h j]
        simp
    _ = ∑ σ : Equiv.Perm (Fin n), ∑ j, x (σ j) * x (σ j) * x (σ j) := by
        unfold permSum
        exact Finset.sum_comm
    _ = ∑ _σ : Equiv.Perm (Fin n), cubicInvariant x := by
        refine Finset.sum_congr rfl fun σ _ => ?_
        refine (Equiv.sum_comp σ (fun j => x j * x j * x j)).trans ?_
        exact Finset.sum_congr rfl fun j _ => by ring
    _ = (n.factorial : ℝ) * cubicInvariant x := by simp [Fintype.card_perm]
```

For $i\neq k$, exchanging $k$ with another colour $l\ne i$ shows that $S(i,i,l)=S(i,i,k)$. The second rule then reads
$$0=\sum_l S(i,i,l)=S(i,i,i)+(n-1)\,S(i,i,k).$$
The local statement `h` writes each term as the common value plus a correction at $l=i$, and `linarith` rearranges the resulting sum.

```lean
/-- For an order parameter with zero sum and two different colours `i` and `k`, the permutation
sum with `i` repeated is fixed by the one with three equal colours. -/
theorem permSum_pair (x : Fin n → ℝ) (hx : ∑ i, x i = 0) {i k : Fin n} (hik : i ≠ k) :
    ((n : ℝ) - 1) * permSum x i i k = -permSum x i i i := by
  -- all colours other than `i` contribute equally
  have h : ∀ l, permSum x i i l = permSum x i i k +
      if l = i then permSum x i i i - permSum x i i k else 0 := by
    intro l
    split_ifs with hl
    · rw [hl]; ring
    · have := permSum_relabel x (Equiv.swap k l) i i k
      rw [Equiv.swap_apply_left, Equiv.swap_apply_of_ne_of_ne hik (Ne.symm hl)] at this
      rw [this, add_zero]
  have h0 := permSum_sum x hx i i
  rw [Finset.sum_congr rfl fun l _ => h l, Finset.sum_add_distrib] at h0
  simp only [Finset.sum_const, Finset.card_univ, Fintype.card_fin, nsmul_eq_mul,
    Finset.sum_ite_eq', Finset.mem_univ, if_true] at h0
  linarith
```

For three different colours the exceptional terms are $l=i$ and $l=j$. Both equal $S(i,i,j)$: the first by reordering factors, the second by exchanging $i$ and $j$ and then reordering factors. Thus
$$0=\sum_l S(i,j,l)=2\,S(i,i,j)+(n-2)\,S(i,j,k).$$

```lean
/-- For an order parameter with zero sum and three different colours, the permutation sum is
fixed by the one in which a colour is repeated. -/
theorem permSum_distinct (x : Fin n → ℝ) (hx : ∑ i, x i = 0) {i j k : Fin n}
    (hij : i ≠ j) (hik : i ≠ k) (hjk : j ≠ k) :
    ((n : ℝ) - 2) * permSum x i j k = -2 * permSum x i i j := by
  have a1 : permSum x i j i = permSum x i i j :=
    Finset.sum_congr rfl fun _ _ => by ring
  have a2 : permSum x i j j = permSum x i i j := by
    have h := permSum_relabel x (Equiv.swap i j) i i j
    rw [Equiv.swap_apply_left, Equiv.swap_apply_right] at h
    rw [← h]
    exact Finset.sum_congr rfl fun _ _ => by ring
  -- all colours other than `i` and `j` contribute equally
  have h : ∀ l, permSum x i j l = permSum x i j k +
      (if l = i then permSum x i i j - permSum x i j k else 0) +
      (if l = j then permSum x i i j - permSum x i j k else 0) := by
    intro l
    by_cases hi : l = i
    · rw [hi, if_pos rfl, if_neg hij, a1]; ring
    by_cases hj : l = j
    · rw [hj, if_pos rfl, if_neg (Ne.symm hij), a2]; ring
    have := permSum_relabel x (Equiv.swap k l) i j k
    rw [Equiv.swap_apply_left, Equiv.swap_apply_of_ne_of_ne hik (Ne.symm hi),
      Equiv.swap_apply_of_ne_of_ne hjk (Ne.symm hj)] at this
    rw [if_neg hi, if_neg hj, this]; ring
  have h0 := permSum_sum x hx i j
  rw [Finset.sum_congr rfl fun l _ => h l, Finset.sum_add_distrib,
    Finset.sum_add_distrib] at h0
  simp only [Finset.sum_const, Finset.card_univ, Fintype.card_fin, nsmul_eq_mul,
    Finset.sum_ite_eq', Finset.mem_univ, if_true] at h0
  linarith
```

Solving the three relations in turn gives, for different labels,
$$S(i,i,i)=(n-1)!\,I,\qquad S(i,i,k)=-(n-2)!\,I,\qquad S(i,j,k)=2\,(n-3)!\,I .$$
The divisions are safe, because two different labels require $n\ge2$ and three require $n\ge3$. The Lean statement has the order `∃ c : ℝ, ∀ x`, so the factor depends on the labels and not on the state. Its proof goes through the possible coincidences among $i,j,k$.

```lean
/-- On the hyperplane of zero-sum order parameters, each permutation sum is a constant multiple
of the cubic invariant. -/
theorem permSum_proportional (i j k : Fin n) : ∃ c : ℝ, ∀ x : Fin n → ℝ, ∑ l, x l = 0 →
    permSum x i j k = c * cubicInvariant x := by
  have hn : (n : ℝ) ≠ 0 := Nat.cast_ne_zero.2 (by have := i.isLt; omega)
  have diag : ∀ a : Fin n, ∃ c : ℝ, ∀ x : Fin n → ℝ, ∑ l, x l = 0 →
      permSum x a a a = c * cubicInvariant x := by
    refine fun a => ⟨(n.factorial : ℝ) / n, fun x _ => ?_⟩
    rw [div_mul_eq_mul_div, eq_div_iff hn]
    linarith [permSum_diag x a]
  have pair : ∀ a b : Fin n, ∃ c : ℝ, ∀ x : Fin n → ℝ, ∑ l, x l = 0 →
      permSum x a a b = c * cubicInvariant x := by
    intro a b
    obtain ⟨c, hc⟩ := diag a
    by_cases h : a = b
    · exact ⟨c, fun x hx => by rw [← h]; exact hc x hx⟩
    have hv : (a : ℕ) ≠ b := fun e => h (Fin.ext e)
    have h2 : (2 : ℝ) ≤ n := by
      exact_mod_cast (show 2 ≤ n by have := a.isLt; have := b.isLt; omega)
    have h1 : (n : ℝ) - 1 ≠ 0 := by intro e; linarith
    refine ⟨-c / ((n : ℝ) - 1), fun x hx => ?_⟩
    have e := permSum_pair x hx h
    rw [hc x hx] at e
    rw [div_mul_eq_mul_div, eq_div_iff h1]
    linarith
  by_cases hij : i = j
  · rw [← hij]; exact pair i k
  by_cases hik : i = k
  · obtain ⟨c, hc⟩ := pair i j
    refine ⟨c, fun x hx => ?_⟩
    rw [← hik, ← hc x hx]
    exact Finset.sum_congr rfl fun _ _ => by ring
  by_cases hjk : j = k
  · obtain ⟨c, hc⟩ := pair j i
    refine ⟨c, fun x hx => ?_⟩
    rw [← hjk, ← hc x hx]
    exact Finset.sum_congr rfl fun _ _ => by ring
  obtain ⟨c, hc⟩ := pair i j
  have v1 : (i : ℕ) ≠ j := fun e => hij (Fin.ext e)
  have v2 : (i : ℕ) ≠ k := fun e => hik (Fin.ext e)
  have v3 : (j : ℕ) ≠ k := fun e => hjk (Fin.ext e)
  have h3 : (3 : ℝ) ≤ n := by
    exact_mod_cast (show 3 ≤ n by
      have := i.isLt; have := j.isLt; have := k.isLt; omega)
  have h2 : (n : ℝ) - 2 ≠ 0 := by intro e; linarith
  refine ⟨-2 * c / ((n : ℝ) - 2), fun x hx => ?_⟩
  have e := permSum_distinct x hx hij hik hjk
  rw [hc x hx] at e
  rw [div_mul_eq_mul_div, eq_div_iff h2]
  linarith
```

## From monomials to an arbitrary symmetric cubic

A monomial $\prod_l y_l^{d_l}$ with $\sum_l d_l=3$ has the form $y_iy_jy_k$, possibly with repeated labels. To see this, choose a label with positive exponent, take out one factor and repeat until no exponent is left. The auxiliary statement `peel` performs one such removal and is used three times.

```lean
/-- A monomial of total degree three is a product of three components. -/
theorem cubic_monomial (d : Fin n → ℕ) (hd : ∑ l, d l = 3) :
    ∃ i j k, ∀ y : Fin n → ℝ, ∏ l, y l ^ d l = y i * y j * y k := by
  -- split off one factor at a time
  have peel : ∀ (m : ℕ) (e : Fin n → ℕ), ∑ l, e l = m + 1 →
      ∃ i, ∃ e' : Fin n → ℕ, ∑ l, e' l = m ∧
        ∀ y : Fin n → ℝ, ∏ l, y l ^ e l = y i * ∏ l, y l ^ e' l := by
    intro m e he
    obtain ⟨i, hi⟩ : ∃ i, e i ≠ 0 := by
      by_contra h
      have h0 : ∀ i, e i = 0 := fun i => by_contra fun hi => h ⟨i, hi⟩
      simp [h0] at he
    obtain ⟨e', he'⟩ : ∃ e' : Fin n → ℕ, ∀ l, e l = (if l = i then 1 else 0) + e' l := by
      refine ⟨fun l => e l - if l = i then 1 else 0, fun l => ?_⟩
      dsimp only
      split_ifs with h
      · rw [h]; omega
      · omega
    refine ⟨i, e', ?_, fun y => ?_⟩
    · simp only [he', Finset.sum_add_distrib, Finset.sum_ite_eq', Finset.mem_univ,
        if_true] at he
      omega
    · simp only [he', pow_add, Finset.prod_mul_distrib, pow_ite, pow_one, pow_zero,
        Finset.prod_ite_eq', Finset.mem_univ, if_true]
  obtain ⟨i, d1, h1, p1⟩ := peel 2 d hd
  obtain ⟨j, d2, h2, p2⟩ := peel 1 d1 h1
  obtain ⟨k, d3, h3, p3⟩ := peel 0 d2 h2
  have z : ∀ l, d3 l = 0 := fun l => Finset.sum_eq_zero_iff.1 h3 l (Finset.mem_univ l)
  refine ⟨i, j, k, fun y => ?_⟩
  rw [p1, p2, p3]
  simp only [z, pow_zero, Finset.prod_const_one]
  ring
```

Now write $f(x)=\sum_d a_d\prod_l x_l^{d_l}$. Symmetry makes $f$ equal to its average over permutations, so
$$n!\,f(x)=\sum_d a_d\sum_\sigma\prod_l x_{\sigma(l)}^{d_l}=\Big(\sum_d a_d c_d\Big)I(x),$$
where $c_d$ is the factor found above for the monomial $d$. Dividing by $n!$ gives $f(x)=c\,I(x)$ on the hyperplane.

In Lean, `f` is a polynomial in $n$ real variables. `IsSymmetric` says that renaming the variables by any permutation leaves it unchanged, and `IsHomogeneous 3` says that every monomial present has degree three. The theorem holds for every $n$, and $c$ may be zero. In the proof, `key` supplies the factor for each monomial, `choose` collects these factors, and the `calc` block is the displayed average.

```lean
/-- Every symmetric homogeneous cubic polynomial agrees, on the hyperplane of zero-sum order
parameters, with a constant multiple of the Potts cubic invariant. -/
theorem symmetric_cubic_on_hyperplane (f : MvPolynomial (Fin n) ℝ)
    (hs : f.IsSymmetric) (hf : f.IsHomogeneous 3) :
    ∃ c : ℝ, ∀ x : Fin n → ℝ, ∑ i, x i = 0 → eval x f = c * cubicInvariant x := by
  have key : ∀ d : Fin n →₀ ℕ, ∃ c : ℝ, d ∈ f.support → ∀ x : Fin n → ℝ, ∑ i, x i = 0 →
      ∑ σ : Equiv.Perm (Fin n), ∏ l, x (σ l) ^ d l = c * cubicInvariant x := by
    intro d
    by_cases hd : d ∈ f.support
    · have h := hf (mem_support_iff.1 hd)
      rw [Finsupp.weight_apply, Finsupp.sum_fintype _ _ (by simp)] at h
      obtain ⟨i, j, k, hm⟩ := cubic_monomial (fun l => d l) (by simpa using h)
      obtain ⟨c, hc⟩ := permSum_proportional i j k
      refine ⟨c, fun _ x hx => ?_⟩
      rw [← hc x hx]
      exact Finset.sum_congr rfl fun σ _ => hm (fun l => x (σ l))
    · exact ⟨0, fun h => absurd h hd⟩
  choose c hc using key
  have hfac : (n.factorial : ℝ) ≠ 0 := Nat.cast_ne_zero.2 (Nat.factorial_ne_zero n)
  refine ⟨(∑ d ∈ f.support, coeff d f * c d) / n.factorial, fun x hx => ?_⟩
  -- a symmetric polynomial equals its average over permutations
  have hsum : (n.factorial : ℝ) * eval x f =
      (∑ d ∈ f.support, coeff d f * c d) * cubicInvariant x := by
    have h : ∀ σ : Equiv.Perm (Fin n), eval (x ∘ ⇑σ) f = eval x f := by
      intro σ
      rw [← eval_rename, hs σ]
    calc (n.factorial : ℝ) * eval x f
        = ∑ σ : Equiv.Perm (Fin n), eval (x ∘ ⇑σ) f := by
          rw [Finset.sum_congr rfl fun σ _ => h σ]
          simp [Fintype.card_perm]
      _ = ∑ d ∈ f.support, coeff d f *
            ∑ σ : Equiv.Perm (Fin n), ∏ l, x (σ l) ^ d l := by
          simp only [eval_eq', Function.comp_apply, Finset.mul_sum]
          exact Finset.sum_comm
      _ = _ := by
          rw [Finset.sum_mul]
          refine Finset.sum_congr rfl fun d hd => ?_
          rw [hc d hd x hx]
          ring
  rw [div_mul_eq_mul_div, eq_div_iff hfac]
  linarith
```

Symmetry under only some of the permutations is not enough in general. For $n=3$, the cubic $f(x)=x_0^3$ is unchanged when colours 1 and 2 are exchanged. At the zero-sum point $x=(1,-1,0)$ it equals 1 while $I(x)=0$, so no constant $c$ works.

## When the cubic term disappears

The ordered state has sum $(n-1)-(n-1)=0$, and
$$I=(n-1)^3-(n-1)=n(n-1)(n-2).$$

```lean
/-- The state ordered along one colour has zero sum, and its cubic invariant is
`n (n - 1) (n - 2)`. -/
theorem orderedState_invariant (a : Fin n) :
    ∑ i, orderedState a i = 0 ∧
      cubicInvariant (orderedState a) = (n : ℝ) * (n - 1) * (n - 2) := by
  constructor
  · simp [orderedState, Finset.sum_sub_distrib]
  · have h : ∀ i, orderedState a i ^ 3 =
        (if i = a then ((n : ℝ) - 1) ^ 3 + 1 else 0) - 1 := by
      intro i
      unfold orderedState
      split_ifs <;> ring
    unfold cubicInvariant
    rw [Finset.sum_congr rfl fun i _ => h i, Finset.sum_sub_distrib]
    simp only [Finset.sum_const, Finset.card_univ, Fintype.card_fin, nsmul_eq_mul,
      Finset.sum_ite_eq', Finset.mem_univ, if_true]
    ring
```

For $n\ge2$ this value is zero only at $n=2$, which gives one direction of the equivalence. Conversely, for two colours the constraint is $x_1=-x_0$, and $x_0^3+x_1^3=0$. The hypothesis `2 ≤ n` excludes $n=1$, where the only zero-sum vector is $0$ and the invariant vanishes as well.

```lean
/-- For at least two colours, the cubic invariant vanishes for all zero-sum order parameters
exactly when there are two colours. -/
theorem cubicInvariant_vanishes_iff (hn : 2 ≤ n) :
    (∀ x : Fin n → ℝ, ∑ i, x i = 0 → cubicInvariant x = 0) ↔ n = 2 := by
  constructor
  · intro h
    -- test the invariant on a state ordered along one colour
    obtain ⟨h0, h3⟩ := orderedState_invariant (⟨0, by omega⟩ : Fin n)
    rw [h _ h0] at h3
    have h2 : (2 : ℝ) ≤ n := by exact_mod_cast hn
    have hp : (n : ℝ) * (n - 1) ≠ 0 :=
      mul_ne_zero (by intro e; linarith) (by intro e; linarith)
    have hz : (n : ℝ) - 2 = 0 := (mul_eq_zero.1 h3.symm).resolve_left hp
    have he : (n : ℝ) = 2 := by linarith
    exact_mod_cast he
  · rintro rfl x hx
    rw [Fin.sum_univ_two] at hx
    have h1 : x 1 = -x 0 := by linarith
    unfold cubicInvariant
    rw [Fin.sum_univ_two, h1]
    ring

end

end PottsCubicInvariant
```

A Landau free energy fitted to colour fractions measured in a simulation needs at most one cubic coefficient, provided that the model is uniform and fully permutation-symmetric. The step left to the physics is that the free energy has a Taylor expansion about $x=0$ whose third-order term is such a polynomial. Whether a nonzero cubic term makes the transition first order is a further question, which also depends on the other terms and on fluctuations.

```lean
#print axioms PottsCubicInvariant.symmetric_cubic_on_hyperplane
#print axioms PottsCubicInvariant.cubicInvariant_vanishes_iff
```

```
'PottsCubicInvariant.symmetric_cubic_on_hyperplane' depends on axioms: [propext, Classical.choice, Quot.sound]
'PottsCubicInvariant.cubicInvariant_vanishes_iff' depends on axioms: [propext, Classical.choice, Quot.sound]
```
